# The matrix a₀ − i a·σ determines its four real parameters

The theorem `quaternionMatrix_injective` says that if two real quaternions give the same 2×2 complex matrix a₀ − i a·σ, they are equal. Here σ stands for the three Pauli matrices, and the scalar a₀ and the three components of a are arbitrary real numbers, with no normalisation, so the matrix need not be unitary. The attempt writes both matrices out by entries and compares the two entries of the first row. Their real and imaginary parts give one equation for each of the four parameters, three of them with a minus sign on both sides, and `Quaternion.ext` is then to combine these into equality of the quaternions.

In Lean, a first try:

```lean
import Mathlib

open Matrix
open scoped Quaternion ComplexConjugate

namespace TimeReversalQuaternions

noncomputable section

/-- The Pauli matrix `σ_x`. -/
def pauliX : Matrix (Fin 2) (Fin 2) ℂ := !![0, 1; 1, 0]

/-- The Pauli matrix `σ_y`. -/
def pauliY : Matrix (Fin 2) (Fin 2) ℂ := !![0, -Complex.I; Complex.I, 0]

/-- The Pauli matrix `σ_z`. -/
def pauliZ : Matrix (Fin 2) (Fin 2) ℂ := !![1, 0; 0, -1]

/-- The matrix `a0 - i a·σ` of the real quaternion with scalar part `a0` and vector part `a`. -/
def quaternionMatrix (q : ℍ[ℝ]) : Matrix (Fin 2) (Fin 2) ℂ :=
  (q.re : ℂ) • (1 : Matrix (Fin 2) (Fin 2) ℂ) - Complex.I •
    ((q.imI : ℂ) • pauliX + (q.imJ : ℂ) • pauliY + (q.imK : ℂ) • pauliZ)

/-- The entries of `a0 - i a·σ`, each written by its real and imaginary part. -/
theorem quaternionMatrix_eq (q : ℍ[ℝ]) : quaternionMatrix q =
    !![⟨q.re, -q.imK⟩, ⟨-q.imJ, -q.imI⟩; ⟨q.imJ, -q.imI⟩, ⟨q.re, q.imK⟩] := by
  ext i j
  fin_cases i <;> fin_cases j <;> apply Complex.ext <;>
    simp [quaternionMatrix, pauliX, pauliY, pauliZ]

/-- Different real parameters `(a0, a)` give different matrices `a0 - i a·σ`. -/
theorem quaternionMatrix_injective : Function.Injective quaternionMatrix := by
  intro p q h
  rw [quaternionMatrix_eq, quaternionMatrix_eq] at h
  have a : (⟨p.re, -p.imK⟩ : ℂ) = ⟨q.re, -q.imK⟩ := congrFun (congrFun h 0) 0
  have b : (⟨-p.imJ, -p.imI⟩ : ℂ) = ⟨-q.imJ, -q.imI⟩ := congrFun (congrFun h 0) 1
  have a1 : p.re = q.re := congrArg Complex.re a
  have a2 : -p.imK = -q.imK := congrArg Complex.im a
  have b1 : -p.imJ = -q.imJ := congrArg Complex.re b
  have b2 : -p.imI = -q.imI := congrArg Complex.im b
  exact Quaternion.ext a1 (neg_inj.mp b2) (neg_inj.mp b1) (neg_inj.mp a2)

end

end TimeReversalQuaternions
```

Lean reports:

```
Main.lean:41:70: error: Application type mismatch: The argument
  a2
has type
  -p.imK = -q.imK
but is expected to have type
  -QuaternionAlgebra.imI ?m.172 = -QuaternionAlgebra.imI ?m.179
in the application
  neg_inj.mp a2
```

The message says that `a2`, an equation between negated `imK` components, was supplied where one between negated `imI` components was expected. The equation itself is right, but it stands in the wrong place. `Quaternion.ext` takes the two quaternions as explicit arguments before the four component equations. The call leaves them out, so every proof sits two places too early, and the fourth term, `neg_inj.mp a2`, falls where the `imI` equation belongs. The unknowns `?m.172` and `?m.179` in the message stand where `p` and `q` should be.

In the repair, `apply Quaternion.ext` finds the two quaternions from the goal `p = q` and leaves the four component equations as goals. `linarith` proves each of them from `a1`, `a2`, `b1` and `b2`, which are in the context. It also deals with the minus signs, so `neg_inj` is no longer needed. Writing `Quaternion.ext _ _` in the old line would supply the missing arguments too.

This version goes through:

```diff
@@ -39,5 +39,5 @@
   have b1 : -p.imJ = -q.imJ := congrArg Complex.re b
   have b2 : -p.imI = -q.imI := congrArg Complex.im b
-  exact Quaternion.ext a1 (neg_inj.mp b2) (neg_inj.mp b1) (neg_inj.mp a2)
+  apply Quaternion.ext <;> linarith
 
 end
```
